# BSSE is not pairwise additive: a one-electron model with ghost functions

In a counterpoise calculation on a cluster, a fragment is computed with the basis functions of its neighbours present but without their nuclei and electrons. In a variational method these ghost functions can lower the fragment's energy but never raise it, and the lowering is the counterpoise estimate of the fragment's share of the basis set superposition error (BSSE). With two neighbours, is the lowering the sum of what each produces separately?

Take one electron, one own function at energy 0, and finitely many ghost functions at a common level \(\Delta\ge 0\), all orthonormal. The real number \(g_i\) is the Hamiltonian matrix element between the own function and ghost \(i\); ghosts do not couple to one another. For \(\Delta=0\) and two ghosts with \(g_0=g_1=1\), either ghost alone lowers the energy from 0 to \(-1\), but both together give \(-\sqrt2\), not \(-2\). In this model, adding the separate corrections of ghosts with nonzero couplings overestimates the joint one.

## The lowest energy with a set of ghosts

Let \(S\) be the set of available ghosts, \(c\) the own amplitude and \(x_i\) the ghost amplitudes, zero outside \(S\). With \(t=\sum_{i\in S}g_ix_i\) and \(X=\sum_{i\in S}x_i^2\), the Rayleigh quotient is

\[
E=\frac{2ct+\Delta X}{c^2+X}.
\]

Put \(G_S=\sum_{i\in S}g_i^2\), \(r_S=\sqrt{\Delta^2/4+G_S}\) and \(b=b_S=r_S-\Delta/2\). Then \(b\ge0\) and \(b(b+\Delta)=r_S^2-\Delta^2/4=G_S\). The least value of \(E\) is \(-b\).

For the lower bound, Cauchy–Schwarz gives \(t^2\le G_SX=b(b+\Delta)X\), so

\[
b\,[\,b(c^2+X)+2ct+\Delta X\,]=(bc+t)^2+b(b+\Delta)X-t^2\ge0 .
\]

If \(b>0\), dividing by \(b\) gives \(E\ge-b\). If \(b=0\), then \(t=0\) and \(E\ge0\) because \(\Delta\ge0\).

The bound is attained. For \(b=0\), use the own function alone. For \(b>0\), take \(c=b+\Delta\) and \(x_i=-g_i\) on \(S\). The numerator is \(-(2b+\Delta)G_S\) and the squared norm is \((b+\Delta)(2b+\Delta)\), so \(E=-G_S/(b+\Delta)=-b\). Dividing the amplitudes by \(\sqrt{(b+\Delta)(2b+\Delta)}\) normalises the state.

## Two sets of ghosts together

Let \(S\) and \(T\) be disjoint, each containing a ghost with nonzero coupling, so that \(b_S,b_T>0\). Expanding the square gives

\[
(r_S+r_T-\Delta/2)^2=\Delta^2/4+G_S+G_T+2b_Sb_T>r_{S\cup T}^2 .
\]

The bracket on the left is positive, so \(r_{S\cup T}<r_S+r_T-\Delta/2\). Subtracting \(\Delta/2\) yields \(b_{S\cup T}<b_S+b_T\).

For a numerical instance, take \(\Delta=0\) and couplings 3 and 4. The separate lowerings are 3 and 4, and the joint one is \(\sqrt{9+16}=5\), not 7. The vector \((5,-3,-4)\) is mapped to \((-25,15,20)\), which is \(-5\) times itself; its normalised form is \((1,-3/5,-4/5)/\sqrt2\).

The direction of the inequality depends on the ghosts not coupling to one another. With \(\Delta=3\), both couplings equal to 2 and a matrix element \(-2\) between the two ghosts, each ghost alone lowers the energy by 1, but both together lower it by \((\sqrt{33}-1)/2\approx2.37\), more than the sum.

## The model in Lean

The finite type `ι` labels the ghosts.

```lean
import Mathlib

open Matrix

namespace GhostBasisNonadditivity

noncomputable section

variable {ι : Type} [Fintype ι] [DecidableEq ι]
```

`Option ι` adds one element, `none`, for the own function; ghost \(i\) is `some i`.

```lean
/-- Hamiltonian of one own function (`none`) at energy zero, coupled with strengths `g i`
to ghost functions (`some i`) at the common level `Δ`. -/
def ghostHamiltonian (Δ : ℝ) (g : ι → ℝ) : Matrix (Option ι) (Option ι) ℝ :=
  Matrix.of fun a b => match a, b with
    | none, none => 0
    | none, some j => g j
    | some i, none => g i
    | some i, some j => if i = j then Δ else 0
```

The trial energies are the quotients \(E\) of nonzero real vectors that vanish on ghosts outside `S`. The vectors need not be normalised.

```lean
/-- Rayleigh quotients of the nonzero trial vectors built from the own function and the
ghost functions in `S`. -/
def trialEnergies (H : Matrix (Option ι) (Option ι) ℝ) (S : Finset ι) : Set ℝ :=
  {E | ∃ v : Option ι → ℝ, v ≠ 0 ∧ (∀ i, i ∉ S → v (some i) = 0) ∧
    E = (v ⬝ᵥ H *ᵥ v) / (v ⬝ᵥ v)}
```

The next definition is the formula for \(b_S\). Its meaning as an energy lowering comes from a later theorem.

```lean
/-- The closed expression, in terms of level and couplings, for the energy lowering by the
ghost functions in `S` when `Δ ≥ 0`. -/
def ghostLowering (Δ : ℝ) (g : ι → ℝ) (S : Finset ι) : ℝ :=
  √(Δ ^ 2 / 4 + ∑ i ∈ S, g i ^ 2) - Δ / 2
```

## From the quadratic form to the least energy

The numerator and denominator of \(E\) are expanded first, with \(c\) as `v none` and \(x_i\) as `v (some i)`.

```lean
/-- The energy form consists of the coupling between own and ghost amplitudes and the
level energy of the ghost amplitudes. -/
theorem energy_form (Δ : ℝ) (g : ι → ℝ) (v : Option ι → ℝ) :
    v ⬝ᵥ ghostHamiltonian Δ g *ᵥ v =
      2 * v none * ∑ i, g i * v (some i) + Δ * ∑ i, v (some i) ^ 2 := by
  have h00 : ghostHamiltonian Δ g none none = 0 := rfl
  have h01 : ∀ j, ghostHamiltonian Δ g none (some j) = g j := fun _ => rfl
  have h10 : ∀ i, ghostHamiltonian Δ g (some i) none = g i := fun _ => rfl
  have h11 : ∀ i j, ghostHamiltonian Δ g (some i) (some j) = if i = j then Δ else 0 :=
    fun _ _ => rfl
  have h : ∑ i, v (some i) * (g i * v none + Δ * v (some i)) =
      v none * ∑ i, g i * v (some i) + Δ * ∑ i, v (some i) ^ 2 := by
    rw [Finset.mul_sum, Finset.mul_sum, ← Finset.sum_add_distrib]
    exact Finset.sum_congr rfl fun i _ => by ring
  simp only [dotProduct, Matrix.mulVec, Fintype.sum_option, h00, h01, h10, h11, ite_mul,
    zero_mul, zero_add, Finset.sum_ite_eq, Finset.mem_univ, if_true]
  rw [h]
  ring

omit [DecidableEq ι] in
/-- The squared norm of a trial vector is the sum of its own and ghost weights. -/
theorem norm_form (v : Option ι → ℝ) :
    v ⬝ᵥ v = v none ^ 2 + ∑ i, v (some i) ^ 2 := by
  simp only [dotProduct, Fintype.sum_option, pow_two]
```

Next come \(b\ge0\) and \(b(b+\Delta)=G_S\), which hold for either sign of \(\Delta\).

```lean
omit [Fintype ι] [DecidableEq ι] in
/-- The closed expression `b` for the lowering is nonnegative and solves the equation `b (b + Δ) = ∑
g²`, with the sum over `S`. -/
theorem lowering_secular (Δ : ℝ) (g : ι → ℝ) (S : Finset ι) :
    0 ≤ ghostLowering Δ g S ∧
      ghostLowering Δ g S * (ghostLowering Δ g S + Δ) = ∑ i ∈ S, g i ^ 2 := by
  have hs : 0 ≤ ∑ i ∈ S, g i ^ 2 := Finset.sum_nonneg fun i _ => sq_nonneg _
  unfold ghostLowering
  generalize ∑ i ∈ S, g i ^ 2 = s at hs ⊢
  have hd : (Δ / 2) ^ 2 = Δ ^ 2 / 4 := by ring
  have h : |Δ / 2| ≤ √(Δ ^ 2 / 4 + s) := Real.abs_le_sqrt (by rw [hd]; linarith)
  have hr : 0 ≤ Δ ^ 2 / 4 + s := by positivity
  exact ⟨sub_nonneg.2 ((le_abs_self _).trans h), by linear_combination Real.sq_sqrt hr⟩
```

The completed square is a statement about real numbers, with the case \(b=0\) treated separately.

```lean
/-- A bound on the coupling `t` by the ghost weight `X` bounds the energy of a trial vector
with own amplitude `c` from below. -/
theorem energy_bound {Δ b c t X : ℝ} (hΔ : 0 ≤ Δ) (hb : 0 ≤ b) (hX : 0 ≤ X)
    (ht : t ^ 2 ≤ b * (b + Δ) * X) : -b * (c ^ 2 + X) ≤ 2 * c * t + Δ * X := by
  rcases hb.eq_or_lt with h0 | hpos
  · rw [← h0, zero_mul, zero_mul] at ht
    have ht0 : t = 0 := (pow_eq_zero_iff two_ne_zero).1 (le_antisymm ht (sq_nonneg t))
    rw [ht0, ← h0, neg_zero, zero_mul, mul_zero, zero_add]
    exact mul_nonneg hΔ hX
  · -- complete the square after multiplying by b
    have h : 0 ≤ b * (b * c ^ 2 + 2 * c * t + (Δ + b) * X) := by
      calc 0 ≤ (b * c + t) ^ 2 + (b * (b + Δ) * X - t ^ 2) :=
            add_nonneg (sq_nonneg _) (sub_nonneg.2 ht)
        _ = _ := by ring
    linarith [(mul_nonneg_iff_of_pos_left hpos).1 h]
```

`IsLeast` requires both that \(-b\) is a trial energy and that no trial energy lies below it. The first half supplies the two vectors found above.

The second half turns on `Finset.sum_mul_sq_le_sq_mul_sq`, the Cauchy–Schwarz inequality in squared form for sums over a finite set. It is applied on `S`, so only the available couplings enter the bound. The local fact `cut` then identifies sums over `S` with sums over all ghosts, and `lowering_secular` replaces \(G_S\) by \(b(b+\Delta)\), which is the form `energy_bound` needs.

```lean
/-- For ghost levels not below the own level, the least Rayleigh quotient with the ghosts in
`S` available is minus the closed-form lowering. -/
theorem isLeast_trialEnergies {Δ : ℝ} (hΔ : 0 ≤ Δ) (g : ι → ℝ) (S : Finset ι) :
    IsLeast (trialEnergies (ghostHamiltonian Δ g) S) (-ghostLowering Δ g S) := by
  obtain ⟨hb, hmul⟩ := lowering_secular Δ g S
  -- sums of terms that vanish outside S run over S only
  have cut : ∀ f : ι → ℝ, (∀ i, i ∉ S → f i = 0) → ∑ i, f i = ∑ i ∈ S, f i :=
    fun f hf => (Finset.sum_subset (Finset.subset_univ S) fun i _ hi => hf i hi).symm
  constructor
  · rcases hb.eq_or_lt with h0 | hpos
    · -- no lowering: the own function alone is optimal
      refine ⟨fun o => o.elim 1 fun _ => 0, fun h => ?_, fun _ _ => rfl, ?_⟩
      · exact (one_ne_zero : (1 : ℝ) ≠ 0) (congrFun h none)
      · rw [energy_form, norm_form, ← h0]
        simp
    · have hd := add_pos_of_pos_of_nonneg hpos hΔ
      have hs : 0 ≤ ∑ i ∈ S, g i ^ 2 := Finset.sum_nonneg fun i _ => sq_nonneg _
      have h1 : ∑ i, g i * (if i ∈ S then -g i else 0) = -∑ i ∈ S, g i ^ 2 := by
        rw [cut _ fun i hi => by rw [if_neg hi, mul_zero], ← Finset.sum_neg_distrib]
        exact Finset.sum_congr rfl fun i hi => by rw [if_pos hi]; ring
      have h2 : ∑ i, (if i ∈ S then -g i else 0) ^ 2 = ∑ i ∈ S, g i ^ 2 := by
        rw [cut _ fun i hi => by rw [if_neg hi, zero_pow two_ne_zero]]
        exact Finset.sum_congr rfl fun i hi => by rw [if_pos hi]; ring
      refine ⟨fun o => o.elim (ghostLowering Δ g S + Δ) fun i => if i ∈ S then -g i else 0,
        fun h => hd.ne' (congrFun h none), fun i hi => if_neg hi, ?_⟩
      rw [energy_form, norm_form]
      simp only [Option.elim_none, Option.elim_some]
      rw [h1, h2, eq_div_iff (add_pos_of_pos_of_nonneg (pow_pos hd 2) hs).ne', ← hmul]
      ring
  · rintro E ⟨v, hv, hS, rfl⟩
    have hX : 0 ≤ ∑ i, v (some i) ^ 2 := Finset.sum_nonneg fun i _ => sq_nonneg _
    have hne : v ⬝ᵥ v ≠ 0 := fun h => hv (dotProduct_self_eq_zero.1 h)
    have hnn : 0 ≤ v ⬝ᵥ v := by
      rw [norm_form]
      exact add_nonneg (sq_nonneg _) hX
    rw [le_div_iff₀ (lt_of_le_of_ne hnn hne.symm), energy_form, norm_form]
    have hc := Finset.sum_mul_sq_le_sq_mul_sq S g (fun i => v (some i))
    rw [← cut (fun i => g i * v (some i)) fun i hi => by simp [hS i hi],
      ← cut (fun i => v (some i) ^ 2) fun i hi => by simp [hS i hi], ← hmul] at hc
    exact energy_bound hΔ hb hX hc
```

## Strict non-additivity and the two-ghost case

The inequality for the closed formula needs no sign condition on \(\Delta\); its reading as a comparison of least energies rests on the preceding theorem, where \(\Delta\ge0\). The identity `e` is the expanded square.

```lean
omit [Fintype ι] in
/-- For two disjoint ghost sets, each with a coupled function, the closed-form lowering of
the union is strictly less than the sum of the separate lowerings. -/
theorem lowering_union_lt (Δ : ℝ) (g : ι → ℝ) {S T : Finset ι} (hST : Disjoint S T)
    (hS : ∃ i ∈ S, g i ≠ 0) (hT : ∃ i ∈ T, g i ≠ 0) :
    ghostLowering Δ g (S ∪ T) < ghostLowering Δ g S + ghostLowering Δ g T := by
  have pos : ∀ U : Finset ι, (∃ i ∈ U, g i ≠ 0) →
      Δ / 2 < √(Δ ^ 2 / 4 + ∑ i ∈ U, g i ^ 2) ∧ 0 < ∑ i ∈ U, g i ^ 2 := by
    rintro U ⟨i, hi, hg⟩
    have h : 0 < ∑ i ∈ U, g i ^ 2 := Finset.sum_pos' (fun j _ => sq_nonneg _)
      ⟨i, hi, lt_of_le_of_ne (sq_nonneg _) (pow_ne_zero 2 hg).symm⟩
    have hd : (Δ / 2) ^ 2 = Δ ^ 2 / 4 := by ring
    exact ⟨Real.lt_sqrt_of_sq_lt (by rw [hd]; linarith), h⟩
  obtain ⟨hp, hs⟩ := pos S hS
  obtain ⟨hq, ht⟩ := pos T hT
  unfold ghostLowering
  rw [Finset.sum_union hST]
  generalize ∑ i ∈ S, g i ^ 2 = s at hp hs ⊢
  generalize ∑ i ∈ T, g i ^ 2 = t at hq ht ⊢
  have hs' : 0 < Δ ^ 2 / 4 + s := by positivity
  have ht' : 0 < Δ ^ 2 / 4 + t := by positivity
  have hp0 := Real.sqrt_pos.2 hs'
  -- the difference of squares is twice the product of the separate lowerings
  have e : (√(Δ ^ 2 / 4 + s) + √(Δ ^ 2 / 4 + t) - Δ / 2) ^ 2 = Δ ^ 2 / 4 + (s + t) +
      2 * ((√(Δ ^ 2 / 4 + s) - Δ / 2) * (√(Δ ^ 2 / 4 + t) - Δ / 2)) := by
    linear_combination Real.sq_sqrt hs'.le + Real.sq_sqrt ht'.le
  have hm := mul_pos (sub_pos.2 hp) (sub_pos.2 hq)
  have key : √(Δ ^ 2 / 4 + (s + t)) < √(Δ ^ 2 / 4 + s) + √(Δ ^ 2 / 4 + t) - Δ / 2 := by
    rw [Real.sqrt_lt' (by linarith), e]
    linarith
  linarith
```

The last theorem displays the \(3\times3\) matrix in the order own function, ghost 0, ghost 1. At \(\Delta=0\) with unit couplings, \(b_S\) is the square root of the number of ghosts in \(S\), which gives all four energies.

```lean
/-- For one own function and two ghosts at the same level as it, with unit couplings, the least
Rayleigh quotient is 0 without ghosts, -1 with either ghost and -√2 with both, which is above -2. -/
theorem two_ghosts_not_additive (H : Matrix (Option (Fin 2)) (Option (Fin 2)) ℝ)
    (hH : H = ghostHamiltonian 0 fun _ => 1) :
    H.submatrix ![none, some 0, some 1] ![none, some 0, some 1] =
      !![0, 1, 1; 1, 0, 0; 1, 0, 0] ∧
    IsLeast (trialEnergies H ∅) 0 ∧ (∀ i, IsLeast (trialEnergies H {i}) (-1)) ∧
    IsLeast (trialEnergies H Finset.univ) (-√2) ∧ (-2 : ℝ) < -√2 := by
  subst hH
  have key : ∀ (S : Finset (Fin 2)) (E : ℝ), -√(S.card : ℝ) = E →
      IsLeast (trialEnergies (ghostHamiltonian 0 fun _ => 1) S) E := by
    intro S E hE
    have h : ghostLowering 0 (fun _ : Fin 2 => 1) S = √(S.card : ℝ) := by
      simp [ghostLowering]
    rw [← hE, ← h]
    exact isLeast_trialEnergies le_rfl _ S
  refine ⟨?_, key _ _ (by simp), fun i => key _ _ (by simp), key _ _ (by simp), ?_⟩
  · ext i j
    fin_cases i <;> fin_cases j <;> simp [ghostHamiltonian]
  · exact neg_lt_neg ((Real.sqrt_lt' two_pos).2 (by norm_num))

end

end GhostBasisNonadditivity
```

```lean
#print axioms GhostBasisNonadditivity.lowering_union_lt
#print axioms GhostBasisNonadditivity.two_ghosts_not_additive
```

```
'GhostBasisNonadditivity.lowering_union_lt' depends on axioms: [propext, Classical.choice, Quot.sound]
'GhostBasisNonadditivity.two_ghosts_not_additive' depends on axioms: [propext, Classical.choice, Quot.sound]
```
